# The exact change in global softness when one atomic hardness is raised in a quadratic model

## Definitions and conventions

Let $N_i$ be the electron population of atom $i$, measured from a reference, in a molecule with finitely many atoms. The energy is taken to be quadratic,

$$E(N)=\sum_i a_i N_i+\tfrac12\sum_{i,j}N_iH_{ij}N_j ,$$

with real coefficients $a_i$ and a real symmetric, invertible hardness matrix $H$. Thus $H_{ij}=\partial^2E/\partial N_i\partial N_j$, with no extra factor of one half. Write

$$K=H^{-1},\qquad s_i=\sum_jK_{ij},\qquad S=\sum_i s_i$$

for the softness matrix, the local softnesses and the global softness.

These names match the response to a chemical potential $\mu$ common to all atoms. Equalization requires $a_i+\sum_jH_{ij}N_j=\mu$ for every $i$, so $N_i=\sum_jK_{ij}(\mu-a_j)$. Hence $s_i=dN_i/d\mu$, and $S$ is the response of the total population.

Positive definiteness of $H$ means that every nonzero displacement of the populations has a positive quadratic energy cost, including displacements that change the total electron number.

## One changed parameter

Fix an atom $k$ and replace $H_{kk}$ by $H_{kk}+t$, with all other entries unchanged. Let $S(t)$ be the new global softness. For positive definite $H$ and $t\ge0$,

$$S(0)-S(t)=\frac{t\,s_k^2}{1+tK_{kk}} .$$

If $t>0$, then $S(t)=S(0)$ exactly when $s_k=0$. At $t=0$ nothing changes, whatever the value of $s_k$.

In fitting a finite quadratic charge-equilibration model, this means that global softness alone carries no information about $H_{kk}$ if $s_k=0$ and the other matrix entries are held fixed.

## Derivation

Assume first only that $H$ is invertible and $1+tK_{kk}\ne0$. Put $c=t/(1+tK_{kk})$ and try

$$K'_{ij}=K_{ij}-cK_{ik}K_{kj}$$

as the inverse of the raised matrix. Since $HK=1$, the old matrix $H$ contributes $\delta_{ij}-c\,\delta_{ik}K_{kj}$ to the product. The added diagonal entry contributes $t\,\delta_{ik}(K_{kj}-cK_{kk}K_{kj})$. Together they give

$$\delta_{ij}+\delta_{ik}K_{kj}\bigl[t-c(1+tK_{kk})\bigr]=\delta_{ij},$$

because the bracket vanishes. So $K'$ is the new softness matrix. Summing over $j$ gives the new local softnesses,

$$s'_i=s_i-cK_{ik}s_k .$$

Now sum over $i$. If $H$ is symmetric, so is $K$, and $\sum_iK_{ik}=\sum_iK_{ki}=s_k$. Therefore $S(0)-S(t)=c\,s_k^2$, which is the stated formula. This also holds for negative $t$ as long as the denominator is nonzero.

For positive definite $H$, let $v$ be column $k$ of $K$. It is nonzero, and $K_{kk}=v^{\mathsf T}Hv>0$. The denominator is then positive for all $t\ge0$. For $t>0$ the drop vanishes only if $s_k^2=0$, which gives the equivalence.

For symmetric invertible $H$, the formula holds near $t=0$, where the denominator is close to one. Differentiating,

$$S'(t)=-\frac{s_k^2}{(1+tK_{kk})^2},\qquad S'(0)=-s_k^2 .$$

## An atom with zero local softness

Number two atoms 0 and 1, and take

$$H=\begin{pmatrix}2&1\\1&1\end{pmatrix},\qquad K=\begin{pmatrix}1&-1\\-1&2\end{pmatrix}.$$

The quadratic form is $x_0^2+(x_0+x_1)^2$, which is positive for every nonzero vector. The row sums of $K$ are $s_0=0$ and $s_1=1$, so the insensitive case does occur. Raising $H_{00}$ leaves both local softnesses unchanged, but $K_{00}$ falls from $1$ to $1/(1+t)$: the parameter still affects the response to a potential acting on atom 0 alone.

## Reading the formal statements

The finite type `n` labels the atoms, and `H : Matrix n n ℝ` is the hardness matrix in any fixed units. `raiseHardness H k t` adds a diagonal matrix whose only possibly nonzero entry is `t` at `k`. `localSoftness H i` is $s_i$, `globalSoftness H` is $S$, and `H⁻¹ k k` is $K_{kk}$.

`globalSoftness_drop` assumes `H.PosDef`, which for real matrices includes symmetry, and `0 ≤ t`. `globalSoftness_unchanged_iff` assumes `H.PosDef` and `0 < t`. The more general `globalSoftness_drop_of_isSymm` needs only symmetry, an invertible determinant and a nonzero denominator.

The energy function and the chemical potential are the physical interpretation; the file starts from the matrix. It neither derives $H$ from an electronic-structure calculation nor treats hardnesses that depend on the populations.

In Lean 4 with Mathlib:

```lean
import Mathlib

open scoped Topology
open Matrix

namespace HardnessSensitivity

noncomputable section

variable {n : Type*} [Fintype n] [DecidableEq n]

/-- The hardness matrix after the diagonal hardness of atom `k` is raised by `t`. -/
def raiseHardness (H : Matrix n n ℝ) (k : n) (t : ℝ) : Matrix n n ℝ :=
  H + Matrix.diagonal (Pi.single k t)

/-- The local softness of atom `i`: the `i`-th row sum of the inverse hardness matrix,
for invertible `H`. -/
def localSoftness (H : Matrix n n ℝ) (i : n) : ℝ := ∑ j, H⁻¹ i j

/-- The global softness: the sum of all local softnesses, for invertible `H`. -/
def globalSoftness (H : Matrix n n ℝ) : ℝ := ∑ i, localSoftness H i

/-- The softness matrix corrected for a change `t` of the hardness of atom `k`,
for invertible `H` and `1 + t * H⁻¹ k k ≠ 0`. -/
def updatedSoftness (H : Matrix n n ℝ) (k : n) (t : ℝ) : Matrix n n ℝ :=
  Matrix.of fun i j => H⁻¹ i j - t / (1 + t * H⁻¹ k k) * (H⁻¹ i k * H⁻¹ k j)

/-- For invertible `H` and `1 + t * H⁻¹ k k ≠ 0`, the raised hardness matrix times the
updated softness matrix is the identity. -/
theorem raiseHardness_mul_updatedSoftness {H : Matrix n n ℝ} {k : n} {t : ℝ}
    (hdet : IsUnit H.det) (ht : 1 + t * H⁻¹ k k ≠ 0) :
    raiseHardness H k t * updatedSoftness H k t = 1 := by
  have hHK : ∀ i j, ∑ l, H i l * H⁻¹ l j = (1 : Matrix n n ℝ) i j := by
    intro i j
    rw [← Matrix.mul_nonsing_inv H hdet, Matrix.mul_apply]
  have hc : t / (1 + t * H⁻¹ k k) * (1 + t * H⁻¹ k k) = t := div_mul_cancel₀ t ht
  ext i j
  rw [raiseHardness, Matrix.add_mul, Matrix.add_apply, Matrix.diagonal_mul, Matrix.mul_apply]
  simp only [updatedSoftness, Matrix.of_apply]
  generalize t / (1 + t * H⁻¹ k k) = c at hc ⊢
  -- the old hardness matrix acts on both parts of the updated softness matrix
  have hsum : ∑ l, H i l * (H⁻¹ l j - c * (H⁻¹ l k * H⁻¹ k j))
      = (1 : Matrix n n ℝ) i j - c * H⁻¹ k j * (1 : Matrix n n ℝ) i k := by
    rw [← hHK i j, ← hHK i k, Finset.mul_sum, ← Finset.sum_sub_distrib]
    refine Finset.sum_congr rfl fun l _ => ?_
    ring
  rw [hsum]
  -- only the row of atom `k` feels the change
  by_cases hik : i = k
  · subst hik
    rw [Pi.single_eq_same, Matrix.one_apply_eq]
    linear_combination (-(H⁻¹ i j)) * hc
  · rw [Pi.single_eq_of_ne hik, Matrix.one_apply_ne hik]
    ring

/-- For invertible `H` and `1 + t * H⁻¹ k k ≠ 0`, raising the hardness of atom `k` by `t`
changes the local softness of atom `i` in proportion to `H⁻¹ i k` and to the local
softness of atom `k`. -/
theorem localSoftness_raiseHardness {H : Matrix n n ℝ} {k : n} {t : ℝ}
    (hdet : IsUnit H.det) (ht : 1 + t * H⁻¹ k k ≠ 0) (i : n) :
    localSoftness (raiseHardness H k t) i
      = localSoftness H i - t / (1 + t * H⁻¹ k k) * (H⁻¹ i k * localSoftness H k) := by
  have hinv : (raiseHardness H k t)⁻¹ = updatedSoftness H k t :=
    Matrix.inv_eq_right_inv (raiseHardness_mul_updatedSoftness hdet ht)
  simp only [localSoftness, hinv, updatedSoftness, Matrix.of_apply,
    Finset.sum_sub_distrib, ← Finset.mul_sum]

/-- The drop in global softness for a symmetric invertible hardness matrix and a change `t`
of either sign with `1 + t * H⁻¹ k k ≠ 0`. -/
theorem globalSoftness_drop_of_isSymm {H : Matrix n n ℝ} {k : n} {t : ℝ}
    (hs : H.IsSymm) (hdet : IsUnit H.det) (ht : 1 + t * H⁻¹ k k ≠ 0) :
    globalSoftness H - globalSoftness (raiseHardness H k t)
      = t * localSoftness H k ^ 2 / (1 + t * H⁻¹ k k) := by
  -- by symmetry the column sum of the softness matrix is the local softness
  have hcol : ∑ i, H⁻¹ i k = localSoftness H k := by
    have h : (H⁻¹)ᵀ = H⁻¹ := by rw [Matrix.transpose_nonsing_inv, hs.eq]
    exact Finset.sum_congr rfl fun i _ => congrFun (congrFun h k) i
  have hloc := localSoftness_raiseHardness hdet ht
  simp only [globalSoftness, hloc, Finset.sum_sub_distrib, ← Finset.mul_sum,
    ← Finset.sum_mul]
  rw [hcol]
  ring

/-- For a positive definite hardness matrix, raising the hardness of atom `k` by `t ≥ 0`
lowers the global softness by exactly `t s_k² / (1 + t K_kk)`, where `K` is the inverse
hardness matrix and `s_k` the local softness of atom `k`. -/
theorem globalSoftness_drop {H : Matrix n n ℝ} (hH : H.PosDef) (k : n) {t : ℝ}
    (ht : 0 ≤ t) :
    globalSoftness H - globalSoftness (raiseHardness H k t)
      = t * localSoftness H k ^ 2 / (1 + t * H⁻¹ k k) := by
  have hs : H.IsSymm := by
    have h := hH.isHermitian.eq
    rwa [Matrix.conjTranspose_eq_transpose_of_trivial] at h
  have hK : 0 < H⁻¹ k k := hH.inv.diag_pos
  exact globalSoftness_drop_of_isSymm hs hH.det_pos.ne'.isUnit (by positivity)

/-- For a positive definite hardness matrix, raising the hardness of atom `k` by `t > 0`
leaves the global softness unchanged exactly when atom `k` has zero local softness. -/
theorem globalSoftness_unchanged_iff {H : Matrix n n ℝ} (hH : H.PosDef) (k : n) {t : ℝ}
    (ht : 0 < t) :
    globalSoftness (raiseHardness H k t) = globalSoftness H ↔ localSoftness H k = 0 := by
  have hK : 0 < H⁻¹ k k := hH.inv.diag_pos
  have hden : 1 + t * H⁻¹ k k ≠ 0 := by positivity
  have hdrop := globalSoftness_drop hH k ht.le
  constructor
  · intro h
    rw [h, sub_self] at hdrop
    have hnum : t * localSoftness H k ^ 2 = 0 :=
      (div_eq_zero_iff.mp hdrop.symm).resolve_right hden
    exact (pow_eq_zero_iff two_ne_zero).mp ((mul_eq_zero.mp hnum).resolve_left ht.ne')
  · intro h
    have hz : t * localSoftness H k ^ 2 / (1 + t * H⁻¹ k k) = 0 := by
      rw [h]
      simp
    linarith

/-- For a symmetric invertible hardness matrix, the derivative of the global softness with
respect to the hardness of atom `k` is minus the square of its local softness. -/
theorem hasDerivAt_globalSoftness {H : Matrix n n ℝ} (hs : H.IsSymm)
    (hdet : IsUnit H.det) (k : n) :
    HasDerivAt (fun t : ℝ => globalSoftness (raiseHardness H k t))
      (-(localSoftness H k ^ 2)) 0 := by
  have hne : ∀ᶠ t : ℝ in 𝓝 0, 1 + t * H⁻¹ k k ≠ 0 := by
    have hcont : ContinuousAt (fun t : ℝ => 1 + t * H⁻¹ k k) 0 := by fun_prop
    exact hcont.eventually_ne (by simp)
  have hnum := (hasDerivAt_id' (0 : ℝ)).mul_const (localSoftness H k ^ 2)
  have hden := ((hasDerivAt_id' (0 : ℝ)).mul_const (H⁻¹ k k)).const_add 1
  have hder := (hnum.fun_div hden (by simp)).const_sub (globalSoftness H)
  -- near zero the global softness is given by the exact drop formula
  refine (hder.congr_of_eventuallyEq ?_).congr_deriv (by simp)
  filter_upwards [hne] with t ht
  have h := globalSoftness_drop_of_isSymm hs hdet ht
  linarith

/-- The two-atom hardness matrix with rows `(2, 1)` and `(1, 1)` is positive definite, and
its atoms have local softness `0` and `1`. -/
theorem zero_localSoftness_witness :
    (!![2, 1; 1, 1] : Matrix (Fin 2) (Fin 2) ℝ).PosDef ∧
      localSoftness (!![2, 1; 1, 1] : Matrix (Fin 2) (Fin 2) ℝ) 0 = 0 ∧
      localSoftness (!![2, 1; 1, 1] : Matrix (Fin 2) (Fin 2) ℝ) 1 = 1 := by
  have hinv : (!![2, 1; 1, 1] : Matrix (Fin 2) (Fin 2) ℝ)⁻¹ = !![1, -1; -1, 2] := by
    apply Matrix.inv_eq_right_inv
    ext i j
    fin_cases i <;> fin_cases j <;> norm_num [Matrix.mul_apply, Fin.sum_univ_two]
  refine ⟨?_, ?_, ?_⟩
  · rw [Matrix.posDef_iff_dotProduct_mulVec]
    refine ⟨Matrix.IsHermitian.ext fun i j => ?_, fun x hx => ?_⟩
    · fin_cases i <;> fin_cases j <;> simp
    · -- the quadratic form is a sum of two squares
      have e : star x ⬝ᵥ ((!![2, 1; 1, 1] : Matrix (Fin 2) (Fin 2) ℝ) *ᵥ x)
          = x 0 ^ 2 + (x 0 + x 1) ^ 2 := by
        simp [Matrix.mulVec, dotProduct, Fin.sum_univ_two]
        ring
      rw [e]
      by_contra h
      have h0 : x 0 ^ 2 = 0 := by linarith [sq_nonneg (x 0), sq_nonneg (x 0 + x 1)]
      have h1 : (x 0 + x 1) ^ 2 = 0 := by
        linarith [sq_nonneg (x 0), sq_nonneg (x 0 + x 1)]
      have h0' : x 0 = 0 := (pow_eq_zero_iff two_ne_zero).mp h0
      have h1' : x 0 + x 1 = 0 := (pow_eq_zero_iff two_ne_zero).mp h1
      apply hx
      ext i
      fin_cases i
      · exact h0'
      · change x 1 = 0
        linarith
  · rw [localSoftness, hinv]
    norm_num [Fin.sum_univ_two]
  · rw [localSoftness, hinv]
    norm_num [Fin.sum_univ_two]

end

end HardnessSensitivity
```

```lean
#print axioms HardnessSensitivity.globalSoftness_unchanged_iff
#print axioms HardnessSensitivity.hasDerivAt_globalSoftness
```

```
'HardnessSensitivity.globalSoftness_unchanged_iff' depends on axioms: [propext, Classical.choice, Quot.sound]
'HardnessSensitivity.hasDerivAt_globalSoftness' depends on axioms: [propext, Classical.choice, Quot.sound]
```

## From the matrix update to the softness

`raiseHardness_mul_updatedSoftness` is the multiplication carried out above. `generalize` first replaces the quotient by `c`, keeping the relation $c(1+tK_{kk})=t$ as `hc`. The step `hsum` then evaluates the part containing the old $H$. The case split on `i = k` plays the role of $\delta_{ik}$: in row $k$, `linear_combination` uses `hc` to cancel the bracket, and in the other rows the correction is zero.

`localSoftness_raiseHardness` takes row sums. `globalSoftness_drop_of_isSymm` sums again, with `hcol` turning the column sum into $s_k$. `globalSoftness_drop` extracts symmetry, invertibility and $K_{kk}>0$ from positive definiteness, and `globalSoftness_unchanged_iff` reads off when the fraction vanishes.

In `hasDerivAt_globalSoftness`, continuity supplies a neighbourhood of zero where the denominator is nonzero. The derivative of the explicit fraction is then transferred to the global softness by `congr_of_eventuallyEq`. Finally, `zero_localSoftness_witness` checks the two-atom example through its inverse and the sum of two squares.

## Why one matrix product is enough

The passage from a proposed softness matrix to the actual inverse is made by `Matrix.inv_eq_right_inv`. Given square matrices with $AB=1$, it concludes $A^{-1}=B$. Neither the product $BA$ nor the invertibility of $A$ has to be checked separately: taking determinants gives $\det A\,\det B=1$, so $A$ is invertible, and multiplying $AB=1$ by $A^{-1}$ on the left identifies $B$.

Here $A$ is the raised hardness matrix and $B$ the updated softness matrix. The single product computed in the first lemma therefore also shows that the raised matrix is invertible. The same device identifies the inverse in the two-atom example.
